# Pair hopping moves the triplet to low-spin crossing of a two-orbital Kanamori atom from Δ = 3J to Δ = 2√2 J

Two electrons in two orbitals at energies $0$ and $\Delta \ge 0$, with intra-orbital repulsion $U$, Hund coupling $J > 0$, inter-orbital repulsion $U - 2J$ and pair hopping $J$ have the lowest low-spin energy $U + \Delta - \sqrt{\Delta^2 + J^2}$, which lies below the triplet energy $U - 3J + \Delta$ exactly when $\Delta > 2\sqrt2\,J$. If pair hopping is left out, the condition becomes $\Delta > 3J$.

In Lean 4 with Mathlib:

```lean
import Mathlib

open Matrix

namespace KanamoriSpinCrossover

noncomputable section

/-- The energies of a real Hamiltonian matrix: its eigenvalues with nonzero eigenvectors. -/
def energies {n : Type*} [Fintype n] (A : Matrix n n ℝ) : Set ℝ :=
  {μ | ∃ v : n → ℝ, v ≠ 0 ∧ A *ᵥ v = μ • v}

/-- The block of the two doubly occupied configurations, with repulsion `U`,
pair hopping `P` and level splitting `Δ`. -/
def pairBlock (U P Δ : ℝ) : Matrix (Fin 2) (Fin 2) ℝ :=
  !![U, P; P, U + 2 * Δ]

/-- The two-electron, two-orbital Hamiltonian in the basis
`a↑a↓, b↑b↓, a↑b↓, a↓b↑, a↑b↑, a↓b↓`, with Hund coupling `J` and pair hopping `P`. -/
def kanamori (U J P Δ : ℝ) : Matrix (Fin 6) (Fin 6) ℝ :=
  !![U, P, 0, 0, 0, 0;
     P, U + 2 * Δ, 0, 0, 0, 0;
     0, 0, U - 2 * J + Δ, -J, 0, 0;
     0, 0, -J, U - 2 * J + Δ, 0, 0;
     0, 0, 0, 0, U - 3 * J + Δ, 0;
     0, 0, 0, 0, 0, U - 3 * J + Δ]

/-- The lower energy of the doubly occupied block, `U + Δ - √(Δ² + P²)`, called the low-spin energy.
-/
def pairEnergy (U P Δ : ℝ) : ℝ := U + Δ - √(Δ ^ 2 + P ^ 2)

/-- The triplet energy `U - 3J + Δ`. -/
def tripletEnergy (U J Δ : ℝ) : ℝ := U - 3 * J + Δ

/-- The action of the two-electron Hamiltonian on the six amplitudes. -/
theorem kanamori_mulVec (U J P Δ : ℝ) (v : Fin 6 → ℝ) :
    kanamori U J P Δ *ᵥ v =
      ![U * v 0 + P * v 1, P * v 0 + (U + 2 * Δ) * v 1,
        (U - 2 * J + Δ) * v 2 - J * v 3, (U - 2 * J + Δ) * v 3 - J * v 2,
        (U - 3 * J + Δ) * v 4, (U - 3 * J + Δ) * v 5] := by
  ext i
  fin_cases i <;> simp [kanamori, Matrix.mulVec, dotProduct, Fin.sum_univ_six] <;> ring

/-- Every combination of the three triplet states has energy `U - 3J + Δ`. -/
theorem triplet_states (U J P Δ a b c : ℝ) :
    kanamori U J P Δ *ᵥ ![0, 0, a, a, b, c] =
      tripletEnergy U J Δ • ![0, 0, a, a, b, c] := by
  rw [kanamori_mulVec]
  ext i
  fin_cases i <;> simp [tripletEnergy] <;> ring

/-- A solution of the pair equations with a nonzero amplitude has energy at least
`U + Δ - √(Δ² + P²)`. -/
theorem pair_lower_bound {U P Δ μ x y : ℝ} (hxy : x ≠ 0 ∨ y ≠ 0)
    (h1 : U * x + P * y = μ * x) (h2 : P * x + (U + 2 * Δ) * y = μ * y) :
    pairEnergy U P Δ ≤ μ := by
  -- the secular equation, centred at the mean energy
  have key : (μ - U - Δ) ^ 2 = Δ ^ 2 + P ^ 2 := by
    rcases hxy with hx | hy
    · apply mul_right_cancel₀ hx
      linear_combination (-(μ - U - 2 * Δ)) * h1 - P * h2
    · apply mul_right_cancel₀ hy
      linear_combination (-(μ - U)) * h2 - P * h1
  have h := (abs_le.mp (Real.abs_le_sqrt key.le)).1
  unfold pairEnergy
  linarith

/-- The pair equations have a solution with a nonzero amplitude at the energy
`U + Δ - √(Δ² + P²)`. -/
theorem pair_attained (U P : ℝ) {Δ : ℝ} (hΔ : 0 ≤ Δ) :
    ∃ x y : ℝ, (x ≠ 0 ∨ y ≠ 0) ∧ U * x + P * y = pairEnergy U P Δ * x ∧
      P * x + (U + 2 * Δ) * y = pairEnergy U P Δ * y := by
  have hs : √(Δ ^ 2 + P ^ 2) ^ 2 = Δ ^ 2 + P ^ 2 := Real.sq_sqrt (by positivity)
  have hn := Real.sqrt_nonneg (Δ ^ 2 + P ^ 2)
  unfold pairEnergy
  by_cases h : Δ + √(Δ ^ 2 + P ^ 2) = 0
  · -- here the block is a multiple of the identity
    have hD : Δ = 0 := by linarith
    have hr : √(Δ ^ 2 + P ^ 2) = 0 := by linarith
    have hP : P = 0 := by
      rw [hr] at hs
      nlinarith [sq_nonneg Δ, sq_nonneg P, pow_eq_zero_iff (two_ne_zero) |>.mp
        (show P ^ 2 = 0 by nlinarith [sq_nonneg Δ, sq_nonneg P])]
    refine ⟨1, 0, Or.inl one_ne_zero, ?_, ?_⟩
    · rw [hr, hD]; ring
    · rw [hr, hP]; ring
  · refine ⟨Δ + √(Δ ^ 2 + P ^ 2), -P, Or.inl h, ?_, ?_⟩
    · linear_combination hs
    · ring

/-- The lowest energy of the low-spin block is `U + Δ - √(Δ² + P²)`. -/
theorem pairBlock_ground (U P : ℝ) {Δ : ℝ} (hΔ : 0 ≤ Δ) :
    IsLeast (energies (pairBlock U P Δ)) (pairEnergy U P Δ) := by
  constructor
  · obtain ⟨x, y, hxy, h1, h2⟩ := pair_attained U P hΔ
    refine ⟨![x, y], fun h => ?_, ?_⟩
    · have hx : x = 0 := congrFun h 0
      have hy : y = 0 := congrFun h 1
      exact hxy.elim (fun k => k hx) (fun k => k hy)
    · ext i
      fin_cases i
      · simpa [pairBlock, Matrix.mulVec, dotProduct, Fin.sum_univ_two] using h1
      · simpa [pairBlock, Matrix.mulVec, dotProduct, Fin.sum_univ_two] using h2
  · rintro μ ⟨v, hv, h⟩
    have hxy : v 0 ≠ 0 ∨ v 1 ≠ 0 := by
      by_contra hc
      rw [not_or, not_not, not_not] at hc
      apply hv
      ext i
      fin_cases i
      exacts [hc.1, hc.2]
    apply pair_lower_bound hxy
    · simpa [pairBlock, Matrix.mulVec, dotProduct, Fin.sum_univ_two] using congrFun h 0
    · simpa [pairBlock, Matrix.mulVec, dotProduct, Fin.sum_univ_two] using congrFun h 1

/-- For `J ≥ 0` and `Δ ≥ 0`, the ground energy of the full two-electron Hamiltonian is the smaller
of the low-spin energy and the triplet energy. -/
theorem kanamori_ground (U P : ℝ) {J Δ : ℝ} (hJ : 0 ≤ J) (hΔ : 0 ≤ Δ) :
    IsLeast (energies (kanamori U J P Δ))
      (min (pairEnergy U P Δ) (tripletEnergy U J Δ)) := by
  constructor
  · rcases min_choice (pairEnergy U P Δ) (tripletEnergy U J Δ) with h | h <;> rw [h]
    · obtain ⟨x, y, hxy, h1, h2⟩ := pair_attained U P hΔ
      refine ⟨![x, y, 0, 0, 0, 0], fun h => ?_, ?_⟩
      · have hx : x = 0 := congrFun h 0
        have hy : y = 0 := congrFun h 1
        exact hxy.elim (fun k => k hx) (fun k => k hy)
      · rw [kanamori_mulVec]
        ext i
        fin_cases i <;> simp [h1, h2]
    · refine ⟨![0, 0, 0, 0, 1, 0], fun h => ?_, triplet_states U J P Δ 0 1 0⟩
      have h4 : (1 : ℝ) = 0 := congrFun h 4
      exact one_ne_zero h4
  · rintro μ ⟨v, hv, h⟩
    rw [kanamori_mulVec] at h
    by_cases hxy : v 0 ≠ 0 ∨ v 1 ≠ 0
    · exact (min_le_left _ _).trans (pair_lower_bound hxy (congrFun h 0) (congrFun h 1))
    · rw [not_or, not_not, not_not] at hxy
      refine (min_le_right _ _).trans ?_
      by_contra hc
      have hT : 0 < U - 3 * J + Δ - μ := by
        unfold tripletEnergy at hc
        linarith [not_le.mp hc]
      have hS : 0 < U - J + Δ - μ := by linarith
      have h2 : (U - 2 * J + Δ) * v 2 - J * v 3 = μ * v 2 := congrFun h 2
      have h3 : (U - 2 * J + Δ) * v 3 - J * v 2 = μ * v 3 := congrFun h 3
      have h4 : (U - 3 * J + Δ) * v 4 = μ * v 4 := congrFun h 4
      have h5 : (U - 3 * J + Δ) * v 5 = μ * v 5 := congrFun h 5
      -- below the triplet every remaining amplitude vanishes
      have e4 : v 4 = 0 := (mul_eq_zero.mp
        (show (U - 3 * J + Δ - μ) * v 4 = 0 by linear_combination h4)).resolve_left hT.ne'
      have e5 : v 5 = 0 := (mul_eq_zero.mp
        (show (U - 3 * J + Δ - μ) * v 5 = 0 by linear_combination h5)).resolve_left hT.ne'
      have ep : v 2 + v 3 = 0 := (mul_eq_zero.mp (show (U - 3 * J + Δ - μ) * (v 2 + v 3) = 0 by
        linear_combination h2 + h3)).resolve_left hT.ne'
      have em : v 2 - v 3 = 0 := (mul_eq_zero.mp (show (U - J + Δ - μ) * (v 2 - v 3) = 0 by
        linear_combination h2 - h3)).resolve_left hS.ne'
      apply hv
      ext i
      fin_cases i
      exacts [hxy.1, hxy.2, (by linarith : v 2 = 0), (by linarith : v 3 = 0), e4, e5]

/-- For `J ≥ 0` and any pair hopping `P`, the low-spin energy lies below the triplet energy exactly
when `9J² < Δ² + P²`. -/
theorem pair_lt_triplet_iff (U P Δ : ℝ) {J : ℝ} (hJ : 0 ≤ J) :
    pairEnergy U P Δ < tripletEnergy U J Δ ↔ 9 * J ^ 2 < Δ ^ 2 + P ^ 2 := by
  have key : 3 * J < √(Δ ^ 2 + P ^ 2) ↔ (3 * J) ^ 2 < Δ ^ 2 + P ^ 2 :=
    Real.lt_sqrt (by positivity)
  rw [show 9 * J ^ 2 = (3 * J) ^ 2 by ring, ← key]
  unfold pairEnergy tripletEnergy
  constructor <;> intro h <;> linarith

/-- For `J ≥ 0`, `Δ ≥ 0` and pair hopping `J`, the lowest energy of the doubly occupied block is `U
+ Δ - √(Δ² + J²)`, and it lies below the triplet energy exactly when `Δ > 2√2 J`. -/
theorem spin_crossover (U : ℝ) {J Δ : ℝ} (hJ : 0 ≤ J) (hΔ : 0 ≤ Δ) :
    IsLeast (energies (pairBlock U J Δ)) (U + Δ - √(Δ ^ 2 + J ^ 2)) ∧
      (U + Δ - √(Δ ^ 2 + J ^ 2) < U - 3 * J + Δ ↔ 2 * √2 * J < Δ) := by
  refine ⟨pairBlock_ground U J hΔ, (pair_lt_triplet_iff U J Δ hJ).trans ?_⟩
  have h8 : (2 * √2 * J) ^ 2 = 8 * J ^ 2 := by
    rw [mul_pow, mul_pow, Real.sq_sqrt (by norm_num : (0 : ℝ) ≤ 2)]
    ring
  constructor
  · intro h
    exact lt_of_pow_lt_pow_left₀ 2 hΔ (by rw [h8]; linarith)
  · intro h
    have h' := pow_lt_pow_left₀ h (by positivity) two_ne_zero
    rw [h8] at h'
    linarith

/-- For `Δ ≥ 0` and no pair hopping, the lowest energy of the doubly occupied block is `U`, and it
lies below the triplet energy exactly when `Δ > 3J`. -/
theorem spin_crossover_without_pair_hopping (U J : ℝ) {Δ : ℝ} (hΔ : 0 ≤ Δ) :
    IsLeast (energies (pairBlock U 0 Δ)) U ∧ (U < U - 3 * J + Δ ↔ 3 * J < Δ) := by
  have hE : pairEnergy U 0 Δ = U := by simp [pairEnergy, Real.sqrt_sq hΔ]
  have hg := pairBlock_ground U 0 hΔ
  rw [hE] at hg
  exact ⟨hg, by constructor <;> intro h <;> linarith⟩

/-- For `2√2 J < Δ < 3J` the ground energy of the full Hamiltonian is the low-spin energy
with pair hopping `J`, and the triplet energy without pair hopping. -/
theorem pair_hopping_window (U : ℝ) {J Δ : ℝ} (hJ : 0 < J)
    (h1 : 2 * √2 * J < Δ) (h2 : Δ < 3 * J) :
    (IsLeast (energies (kanamori U J J Δ)) (pairEnergy U J Δ) ∧
      pairEnergy U J Δ < tripletEnergy U J Δ) ∧
    (IsLeast (energies (kanamori U J 0 Δ)) (tripletEnergy U J Δ) ∧
      tripletEnergy U J Δ < pairEnergy U 0 Δ) := by
  have hΔ : 0 ≤ Δ := le_trans (by positivity) h1.le
  have hlow : pairEnergy U J Δ < tripletEnergy U J Δ := (spin_crossover U hJ.le hΔ).2.mpr h1
  have hhigh : tripletEnergy U J Δ < pairEnergy U 0 Δ := by
    have hE : pairEnergy U 0 Δ = U := by simp [pairEnergy, Real.sqrt_sq hΔ]
    rw [hE]
    unfold tripletEnergy
    linarith
  have ga := kanamori_ground U J hJ.le hΔ
  have gb := kanamori_ground U 0 hJ.le hΔ
  rw [min_eq_left hlow.le] at ga
  rw [min_eq_right hhigh.le] at gb
  exact ⟨⟨ga, hlow⟩, ⟨gb, hhigh⟩⟩

end

end KanamoriSpinCrossover
```

```lean
#print axioms KanamoriSpinCrossover.spin_crossover_without_pair_hopping
#print axioms KanamoriSpinCrossover.pair_hopping_window
```

```
'KanamoriSpinCrossover.spin_crossover_without_pair_hopping' depends on axioms: [propext, Classical.choice, Quot.sound]
'KanamoriSpinCrossover.pair_hopping_window' depends on axioms: [propext, Classical.choice, Quot.sound]
```

## Six configurations and three kinds of level

Let orbital $a$ have energy $0$ and orbital $b$ energy $\Delta$. The matrix `kanamori U J P Δ` acts on the amplitudes $v_0,\dots,v_5$ of six configurations:

- $v_0$ and $v_1$ belong to the doubly occupied configurations, $a$ filled and $b$ filled, with diagonal energies $U$ and $U + 2\Delta$. Pair hopping, with amplitude $P$, moves both electrons from one orbital to the other.
- $v_2$ and $v_3$ belong to one electron in each orbital with antiparallel spins, at energy $U - 2J + \Delta$. The spin-flip term couples them with matrix element $-J$.
- $v_4$ and $v_5$ belong to one electron in each orbital with parallel spins, at energy $U - 3J + \Delta$.

The inter-orbital repulsion $U - 2J$ is postulated. Together with $P = J$, it makes the interaction invariant under rotations of the two orbitals into each other. Setting $P = 0$ breaks that invariance but keeps spin-rotation symmetry, because the spin-flip term remains.

In the antiparallel pair, the combination with $v_2 = v_3$ has energy $U - 2J + \Delta - J = U - 3J + \Delta$. Its normalised amplitudes are $1/\sqrt2$ each, and it forms the triplet together with the two parallel configurations. The combination with $v_2 = -v_3$ is the open-shell singlet, at $U - J + \Delta$, which is never below the triplet for $J \ge 0$.

"Low-spin" refers here to the two doubly occupied configurations. For $P = 0$ and $\Delta < J$ the open-shell singlet lies below both of them, but since it is never below the triplet it does not affect the crossing. The block of the two doubly occupied configurations is `pairBlock U P Δ`.

## The lowest level of the pair block

Write $x = v_0$, $y = v_1$ and $\mu$ for the energy. The eigenvalue equations are

$$Ux + Py = \mu x, \qquad Px + (U + 2\Delta)y = \mu y .$$

Multiply the first by $U + 2\Delta - \mu$ and use the second in the form $(U + 2\Delta - \mu)y = -Px$. This gives

$$\left[(U - \mu)(U + 2\Delta - \mu) - P^2\right]x = 0,$$

and the same elimination with the roles exchanged gives the same bracket times $y$. Since $x$ and $y$ are not both zero, the bracket vanishes. Measured from the mean energy $U + \Delta$, this reads

$$(\mu - U - \Delta)^2 = \Delta^2 + P^2 .$$

With $s = \sqrt{\Delta^2 + P^2}$, every energy therefore satisfies $\mu \ge U + \Delta - s$.

The bound is attained by $(x, y) = (\Delta + s, -P)$. In the first equation,

$$(U + \Delta - s)(\Delta + s) = U(\Delta + s) + \Delta^2 - s^2 = U(\Delta + s) - P^2,$$

and in the second,

$$P(\Delta + s) - (U + 2\Delta)P = -P(U + \Delta - s).$$

The normalised vector is $(\Delta + s, -P)/\sqrt{2s(s + \Delta)}$. If $\Delta = P = 0$, the vector $(\Delta + s, -P)$ is zero and cannot be normalised, but the block is then $U$ times the identity and $(1, 0)$ serves instead.

## Where the levels cross

The low-spin level is below the triplet when

$$U + \Delta - s < U - 3J + \Delta \iff 3J < s \iff 9J^2 < \Delta^2 + P^2,$$

where the last step squares two nonnegative numbers. The repulsion $U$ has cancelled. For $P = J$ the condition is $8J^2 < \Delta^2$, that is, $\Delta > 2\sqrt2\,J$. For $P = 0$ the low-spin energy is $U$ itself, and the condition is $\Delta > 3J$.

Between the two thresholds, $2\sqrt2\,J < \Delta < 3J$, the full matrix has a low-spin ground level with pair hopping and a triplet ground level without it. For an isolated two-orbital atom with two electrons and $P = J$, a simulation that omits pair hopping at the same $J$ and $\Delta$ thus gets the wrong ground-state spin in this window.

## How the theorems express this

The set `energies A` contains the real numbers $\mu$ for which $Av = \mu v$ has a nonzero real solution $v$. The matrices here are real and symmetric, so restricting to real vectors loses no eigenvalue. `IsLeast` says that a number belongs to this set and that no member is smaller.

`spin_crossover` gives the lowest energy of the pair block for $P = J$ and the threshold $2\sqrt2\,J$, assuming $J \ge 0$ and $\Delta \ge 0$. `spin_crossover_without_pair_hopping` gives the corresponding facts for $P = 0$ and needs only $\Delta \ge 0$. `kanamori_ground` identifies the ground energy of the full matrix as the smaller of `pairEnergy` and `tripletEnergy`, for $J \ge 0$, $\Delta \ge 0$ and any real $P$. `pair_hopping_window` states the change of ground level, with strict inequalities between the competing energies.

The $6 \times 6$ matrix is written down directly and not derived from creation and annihilation operators, and the names "singlet" and "triplet" are a physical reading of its eigenvectors. The model has no hopping to neighbouring atoms, no bath and no other electron number.

## How the proofs follow the calculation

`pair_lower_bound` is the secular argument. Its two cases, $x \ne 0$ and $y \ne 0$, cancel the nonzero amplitude, and `linear_combination` is given the multipliers of the elimination and checks the resulting identity. The bound on $\mu$ then follows from $|\mu - U - \Delta| \le s$. `pair_attained` provides the explicit vector and treats $\Delta + s = 0$ separately, which is the case $\Delta = P = 0$. `pairBlock_ground` combines the two results into the `IsLeast` statement.

For the full matrix, `kanamori_mulVec` writes out the six component equations, and `triplet_states` checks the vectors $(0, 0, a, a, b, c)$. In `kanamori_ground`, the smaller of the two candidate energies is attained by a pair state or by a parallel-spin state. For the lower bound, an eigenvector with $v_0$ or $v_1$ nonzero falls under `pair_lower_bound`. If both vanish, suppose that $\mu$ is below the triplet energy. The remaining equations become

$$(U - 3J + \Delta - \mu)(v_2 + v_3) = 0, \qquad (U - J + \Delta - \mu)(v_2 - v_3) = 0,$$

$$(U - 3J + \Delta - \mu)v_4 = 0, \qquad (U - 3J + \Delta - \mu)v_5 = 0 .$$

All the prefactors are positive; for the second equation this uses $J \ge 0$. Every amplitude is then zero, which contradicts $v \ne 0$.

`pair_lt_triplet_iff` performs the comparison with $9J^2$ through `Real.lt_sqrt`. `spin_crossover` turns it into the linear threshold by using $(2\sqrt2\,J)^2 = 8J^2$ and the monotonicity of squares on nonnegative numbers. `pair_hopping_window` applies `kanamori_ground` at $P = J$ and at $P = 0$, and the two inequalities on $\Delta$ decide which energy is the minimum in each case.
